# The sum over m of squared axial multipole couplings, and the dispersion factors 3, 15/2, 14 and 35

Two neutral atoms in spherically symmetric ground states sit far apart on the z axis. Neither has a permanent multipole moment, yet they attract, because the Coulomb interaction can excite both at once: a dipole excitation on one with a dipole excitation on the other, a dipole with a quadrupole, and so on. Each pairing contributes to the energy at a power of the distance fixed by the sum of the two multipole orders. When the contribution is written as an integral over imaginary frequencies of a product of two polarisabilities, in atomic units, with each polarisability defined for the axial multipole operator built from $r^lP_l(\cos\theta)$ ($P_l$ the Legendre polynomial of the multipole's order $l$) and with $1/\pi$ in front, it also carries a numerical factor: 3 for dipole-dipole, 15/2 for dipole-quadrupole, 14 for dipole-octupole and 35 for quadrupole-quadrupole. Where do these numbers come from?

They come from a sum over the magnetic quantum number $m$. Let $l$ and $L$ be the multipole orders on the two atoms, with 1 for a dipole and 2 for a quadrupole. The squared couplings add up to

$$\sum_{|m|\le\min(l,L)}\frac{((l+L)!)^2}{(l+m)!\,(l-m)!\,(L+m)!\,(L-m)!}=\frac{(2l+2L)!}{(2l)!\,(2L)!},$$

and half of the right-hand side is the factor.

## Couplings, factors and energy as definitions

```lean
import Mathlib

open Finset

namespace AxialMultipoleDispersion

noncomputable section
```

The first line loads the mathematical library Mathlib. The namespace puts a common prefix on the names that follow.

```lean
/-- The factorial of a nonnegative integer, as a real number. -/
def fac (k : ℤ) : ℝ := (k.toNat.factorial : ℝ)
```

A `def` introduces an object. Here `fac k` is $k!$ as a real number, for an integer $k$. Since $m$ can be negative, it is an integer (`ℤ`), while Mathlib's factorial takes natural numbers (`ℕ`). The function `toNat` converts between them: it leaves nonnegative integers unchanged and sends negative ones to 0. For the allowed $m$, all four factorial arguments are nonnegative, so the conversion is exact.

```lean
/-- The integers `m` with `|m| ≤ min(l, L)`: the components shared by a `2^l`-pole
and a `2^L`-pole. -/
def axialRange (l L : ℕ) : Finset ℤ :=
  Finset.Icc (-(min (l : ℤ) (L : ℤ))) (min (l : ℤ) (L : ℤ))
```

`axialRange l L` is the finite set of integers from $-\min(l,L)$ to $\min(l,L)$. These are the components that both multipoles possess.

```lean
/-- The coefficient of `Q_{l,m} Q_{L,-m} / R^(l+L+1)` in the electrostatic interaction of
two charge distributions separated along the z axis. -/
def coupling (l L : ℕ) (m : ℤ) : ℝ :=
  (-1) ^ L * ((l + L).factorial : ℝ) /
    √(fac (l + m) * fac (l - m) * fac (L + m) * fac (L - m))
```

This is the coupling coefficient

$$c_m=\frac{(-1)^L\,(l+L)!}{\sqrt{(l+m)!\,(l-m)!\,(L+m)!\,(L-m)!}}.$$

It multiplies $Q_{l,m}Q_{L,-m}/R^{l+L+1}$ in the electrostatic interaction, where $Q_{l,m}$ and $Q_{L,-m}$ are the multipole operators of the two atoms and $R$ is their distance. Only opposite components couple, because the arrangement is symmetric about the z axis. The formula belongs to units with $4\pi\varepsilon_0=1$, to multipoles built from $r^l\sqrt{4\pi/(2l+1)}\,Y_{lm}$ with the usual Condon–Shortley phase, and to a second atom lying in the $+z$ direction from the first. The file takes this coefficient as a definition and does not derive it from Coulomb's law.

```lean
/-- Half the sum of the squared axial couplings of a `2^l`-pole and a `2^L`-pole. -/
def casimirPolderFactor (l L : ℕ) : ℝ :=
  (1 / 2) * ∑ m ∈ axialRange l L, coupling l L m ^ 2
```

The Casimir–Polder factor is defined as $\tfrac12\sum_m c_m^2$. The half belongs to the integral form of the energy. In units with $\hbar=1$, take the polarisability of the first atom for $Q_{l,0}$ at imaginary frequency $iu$ as $\alpha_l(iu)=\sum_a 2\omega_a q_a^2/(\omega_a^2+u^2)$, with excitation energies $\omega_a>0$ and transition moments $q_a$, and likewise $\alpha_L(iu)$ of the second atom for $Q_{L,0}$. The energy is then $-R^{-2(l+L+1)}$ times this factor times $\frac1\pi\int_0^\infty\alpha_l(iu)\,\alpha_L(iu)\,du$. That integral does not appear in the file.

```lean
/-- The second-order energy at distance `R` from the coupling of `2^l`-pole excitations of one
atom (energies `ω`, transition moments `q`) to `2^L`-pole excitations of the other (energies `Ω`,
transition moments `Q`), with moments independent of `m`. -/
def dispersionEnergy {ι κ : Type*} [Fintype ι] [Fintype κ] (l L : ℕ) (R : ℝ)
    (q ω : ι → ℝ) (Q Ω : κ → ℝ) : ℝ :=
  -∑ a, ∑ b, ∑ m ∈ axialRange l L,
    (coupling l L m * q a * Q b / R ^ (l + L + 1)) ^ 2 / (ω a + Ω b)
```

The dispersion energy is the second-order perturbation expression

$$E=-\sum_a\sum_b\sum_m\frac{\left(c_m\,q_a\,Q_b/R^{\,l+L+1}\right)^2}{\omega_a+\Omega_b}.$$

The index $a$ runs over excitations of the first atom, each degenerate level counted once for all its components $m$, with energies $\omega_a$ and transition moments $q_a$; $b$ runs over those of the second, with energies $\Omega_b$ and moments $Q_b$. The single index distinguishes the number $Q_b$ from the operator $Q_{L,-m}$. In Lean, `ι` and `κ` are the two index types, and `Fintype` says that each is finite, so a continuum of excited states is represented only by a finite set.

The moments carry no $m$. This is what spherical symmetry of the ground states provides: all components of one multipole excitation have equal strength and equal energy. The squares add without cross terms because different $m$ lead to different final states.

## Three small facts about factorials and the range of m

```lean
lemma fac_pos (k : ℤ) : 0 < fac k := by
  unfold fac
  exact_mod_cast Nat.factorial_pos _
```

A `lemma` is a proved statement, with its proof after `:=`. This one says that `fac k` is positive, which later permits square roots and divisions.

```lean
lemma mem_axialRange {l L : ℕ} {m : ℤ} :
    m ∈ axialRange l L ↔ (-(l : ℤ) ≤ m ∧ m ≤ l) ∧ (-(L : ℤ) ≤ m ∧ m ≤ L) := by
  simp only [axialRange, Finset.mem_Icc]
  omega
```

An integer $m$ is allowed exactly when $-l\le m\le l$ and $-L\le m\le L$. The tactic `omega`, which settles linear statements about integers, finishes the proof.

```lean
lemma choose_fac (n a d : ℕ) (h : a + d = n) :
    ((n.choose a : ℕ) : ℝ) * (a.factorial : ℝ) * (d.factorial : ℝ) = (n.factorial : ℝ) := by
  subst h
  have h := Nat.choose_mul_factorial_mul_factorial (Nat.le_add_right a d)
  rw [Nat.add_sub_cancel_left] at h
  exact_mod_cast h
```

If $a+d=n$, then $\binom{n}{a}\,a!\,d!=n!$. Mathlib has this for natural numbers; `exact_mod_cast` carries it over to the reals.

## From squared couplings to binomial coefficients

```lean
/-- The squared axial coupling is `((l+L)!)² / ((l+m)! (l-m)! (L+m)! (L-m)!)`. -/
theorem coupling_sq (l L : ℕ) (m : ℤ) :
    coupling l L m ^ 2 = ((l + L).factorial : ℝ) ^ 2 /
      (fac (l + m) * fac (l - m) * fac (L + m) * fac (L - m)) := by
  have h : ((-1 : ℝ) ^ L) ^ 2 = 1 := by
    rw [← pow_mul, mul_comm, pow_mul]
    norm_num
  have hp : 0 ≤ fac (l + m) * fac (l - m) * fac (L + m) * fac (L - m) :=
    (mul_pos (mul_pos (mul_pos (fac_pos _) (fac_pos _)) (fac_pos _)) (fac_pos _)).le
  rw [coupling, div_pow, mul_pow, Real.sq_sqrt hp, h, one_mul]
```

The theorem gives the square of the coupling:

$$c_m^2=\frac{((l+L)!)^2}{(l+m)!\,(l-m)!\,(L+m)!\,(L-m)!}.$$

By hand, the sign disappears because $((-1)^L)^2=1$, and the square undoes the root because the product under it is nonnegative. These are the facts `h` and `hp` in the proof, and the last line applies them.

```lean
/-- For an allowed `m`, the squared axial coupling is a product of two binomial coefficients. -/
theorem coupling_sq_eq_choose {l L : ℕ} {m : ℤ} (hm : m ∈ axialRange l L) :
    coupling l L m ^ 2 = (((l + L).choose (l + m).toNat : ℕ) : ℝ) *
      (((l + L).choose (l - m).toNat : ℕ) : ℝ) := by
  rw [mem_axialRange] at hm
  have h1 := choose_fac (l + L) (l + m).toNat (L - m).toNat (by omega)
  have h2 := choose_fac (l + L) (l - m).toNat (L + m).toNat (by omega)
  have hp : fac (l + m) * fac (l - m) * fac (L + m) * fac (L - m) ≠ 0 :=
    (mul_pos (mul_pos (mul_pos (fac_pos _) (fac_pos _)) (fac_pos _)) (fac_pos _)).ne'
  rw [coupling_sq, div_eq_iff hp, sq]
  nth_rewrite 1 [← h1]
  rw [← h2]
  unfold fac
  ring
```

The hypothesis `hm` says that $m$ is allowed. Since $(l+m)+(L-m)=l+L$ and $(l-m)+(L+m)=l+L$, the four factorials can be paired across the two atoms:

$$c_m^2=\frac{(l+L)!}{(l+m)!\,(L-m)!}\cdot\frac{(l+L)!}{(l-m)!\,(L+m)!}=\binom{l+L}{l+m}\binom{l+L}{l-m}.$$

In the proof, `h1` and `h2` are the factorial formulas for the two binomials. After the denominator is cleared, each replaces one copy of $(l+L)!$, and `ring` confirms that the two sides agree.

```lean
/-- The products of binomial coefficients, summed over the allowed `m`, give the
single binomial coefficient `2l+2L` over `2l`. -/
theorem sum_choose (l L : ℕ) :
    ∑ m ∈ axialRange l L, (l + L).choose (l + m).toNat * (l + L).choose (l - m).toNat
      = (2 * l + 2 * L).choose (2 * l) := by
  rw [show 2 * l + 2 * L = (l + L) + (l + L) by ring, Nat.add_choose_eq]
  have hsub : axialRange l L ⊆ Finset.Icc (-(l : ℤ)) (l : ℤ) := by
    intro m hm
    rw [mem_axialRange] at hm
    exact Finset.mem_Icc.mpr hm.1
  -- components with `|m| > L` contribute nothing
  refine (Finset.sum_subset hsub ?_).trans ?_
  · intro m hm hn
    rw [mem_axialRange] at hn
    rw [Finset.mem_Icc] at hm
    rcases le_or_gt 0 m with h | h
    · rw [Nat.choose_eq_zero_of_lt (show l + L < (l + m).toNat by omega), zero_mul]
    · rw [Nat.choose_eq_zero_of_lt (show l + L < (l - m).toNat by omega), mul_zero]
  -- relabel by the pair `(l + m, l - m)`, whose entries add up to `2l`
  · refine Finset.sum_nbij' (fun m : ℤ => ((l + m).toNat, (l - m).toNat))
      (fun p : ℕ × ℕ => (p.1 : ℤ) - l) ?_ ?_ ?_ ?_ ?_
    · intro m hm
      simp only [Finset.mem_Icc] at hm
      have e : (l + m).toNat + (l - m).toNat = 2 * l := by omega
      first
        | exact Finset.mem_antidiagonal.mpr e
        | simpa using e
    · rintro ⟨a, b⟩ h
      have e : a + b = 2 * l := by
        first
          | exact Finset.mem_antidiagonal.mp h
          | simpa using h
      simp only [Finset.mem_Icc]
      omega
    · intro m hm
      simp only [Finset.mem_Icc] at hm
      dsimp only
      omega
    · rintro ⟨a, b⟩ h
      have e : a + b = 2 * l := by
        first
          | exact Finset.mem_antidiagonal.mp h
          | simpa using h
      simp only [Prod.mk.injEq]
      constructor <;> omega
    · intro m _
      rfl
```

The sum of these products is a single binomial coefficient:

$$\sum_{|m|\le\min(l,L)}\binom{l+L}{l+m}\binom{l+L}{l-m}=\binom{2l+2L}{2l}.$$

The argument rests on Vandermonde's identity. To choose $2l$ objects from two boxes of $l+L$ objects each, take $i$ from the first and $j$ from the second, with $i+j=2l$:

$$\binom{2l+2L}{2l}=\sum_{i+j=2l}\binom{l+L}{i}\binom{l+L}{j}.$$

Put $i=l+m$ and $j=l-m$. As $m$ runs from $-l$ to $l$, every pair $(i,j)$ occurs once. If $L<l$, this range is longer than the allowed one, but the extra terms vanish: for $|m|>L$, one of the binomials asks for $l+|m|$ objects out of only $l+L$.

The Lean proof has the same parts. `Nat.add_choose_eq` is Vandermonde's identity. `Finset.sum_subset` enlarges the range, with the cases $m\ge0$ and $m<0$ deciding which binomial is zero. `Finset.sum_nbij'` changes the summation variable; it asks for the map $m\mapsto(l+m,\,l-m)$, the map back $(i,j)\mapsto i-l$, and proofs that both stay in range, that they undo each other and that the summands match.

## The closed form

```lean
/-- The squared axial couplings of a `2^l`-pole and a `2^L`-pole, summed over all `m` with
`|m| ≤ min(l, L)`, give `(2l+2L)! / ((2l)! (2L)!)`. -/
theorem sum_coupling_sq (l L : ℕ) :
    ∑ m ∈ axialRange l L, coupling l L m ^ 2 =
      ((2 * l + 2 * L).factorial : ℝ) /
        (((2 * l).factorial : ℝ) * ((2 * L).factorial : ℝ)) := by
  calc ∑ m ∈ axialRange l L, coupling l L m ^ 2
      = ∑ m ∈ axialRange l L, (((l + L).choose (l + m).toNat : ℕ) : ℝ) *
          (((l + L).choose (l - m).toNat : ℕ) : ℝ) :=
        Finset.sum_congr rfl fun m hm => coupling_sq_eq_choose hm
    _ = (((2 * l + 2 * L).choose (2 * l) : ℕ) : ℝ) := by
        exact_mod_cast sum_choose l L
    _ = _ := by
        rw [eq_div_iff (by positivity), ← mul_assoc]
        exact choose_fac _ _ _ rfl
```

This is the sum rule stated at the start, for all natural numbers $l$ and $L$, zero included. The `calc` block is a chain of equalities:

$$\sum_m c_m^2=\sum_m\binom{l+L}{l+m}\binom{l+L}{l-m}=\binom{2l+2L}{2l}=\frac{(2l+2L)!}{(2l)!\,(2L)!}.$$

The first link uses the product form for each allowed $m$, the second uses Vandermonde's identity, and the third writes the binomial in factorials.

## Dipoles, and the four familiar factors

```lean
/-- The dipole-dipole couplings are `-2` for `m = 0` and `-1` for `m = 1` and `m = -1`. -/
theorem dipole_couplings :
    coupling 1 1 0 = -2 ∧ coupling 1 1 1 = -1 ∧ coupling 1 1 (-1) = -1 := by
  have h : √(4 : ℝ) = 2 := by
    rw [show (4 : ℝ) = 2 ^ 2 by norm_num]
    exact Real.sqrt_sq (by norm_num)
  have hf : ∀ (k : ℤ) (n : ℕ), k.toNat.factorial = n → fac k = (n : ℝ) :=
    fun k n hk => by rw [fac, hk]
  have p2 : fac (((1 : ℕ) : ℤ) + 1) = 2 := (hf _ 2 rfl).trans (by norm_num)
  have p0 : fac (((1 : ℕ) : ℤ) - 1) = 1 := (hf _ 1 rfl).trans (by norm_num)
  have n0 : fac (((1 : ℕ) : ℤ) + -1) = 1 := (hf _ 1 rfl).trans (by norm_num)
  have n2 : fac (((1 : ℕ) : ℤ) - -1) = 2 := (hf _ 2 rfl).trans (by norm_num)
  refine ⟨?_, ?_, ?_⟩
  · norm_num [coupling, fac, Nat.factorial]
  · rw [coupling, p2, p0, show (2 : ℝ) * 1 * 2 * 1 = 4 by norm_num, h]
    norm_num [Nat.factorial]
  · rw [coupling, n0, n2, show (1 : ℝ) * 2 * 1 * 2 = 4 by norm_num, h]
    norm_num [Nat.factorial]
```

For two dipoles, the numerator is $-2!=-2$. At $m=0$ all four factorials are $1!$, so $c_0=-2$. At $m=\pm1$ their product is $2!\cdot0!\cdot2!\cdot0!=4$, so $c_{\pm1}=-2/\sqrt4=-1$. The proof evaluates the same factorials and the root.

With the phase convention above, these numbers reproduce the familiar interaction $(xx'+yy'-2zz')/R^3$ of dipoles $(x,y,z)$ and $(x',y',z')$. The squares are 4, 1 and 1, with sum 6 and half-sum 3.

```lean
/-- The Casimir-Polder factors for `(l, L) = (1,1), (1,2), (1,3), (2,2)` are
`3`, `15/2`, `14` and `35`. -/
theorem casimirPolderFactor_values :
    casimirPolderFactor 1 1 = 3 ∧ casimirPolderFactor 1 2 = 15 / 2 ∧
      casimirPolderFactor 1 3 = 14 ∧ casimirPolderFactor 2 2 = 35 := by
  simp only [casimirPolderFactor, sum_coupling_sq]
  refine ⟨?_, ?_, ?_, ?_⟩ <;> norm_num [Nat.factorial]
```

The symbol `∧` means "and", so the theorem makes four claims. The proof replaces each sum by its closed form and leaves arithmetic:

$$\begin{aligned}
(1,1):&\quad \tfrac12\cdot\frac{4!}{2!\,2!}=3, &\qquad (1,2):&\quad \tfrac12\cdot\frac{6!}{2!\,4!}=\tfrac{15}{2},\\
(1,3):&\quad \tfrac12\cdot\frac{8!}{2!\,6!}=14, &\qquad (2,2):&\quad \tfrac12\cdot\frac{8!}{4!\,4!}=35.
\end{aligned}$$

## The factor in the dispersion energy

```lean
/-- At nonzero distance `R`, the dispersion energy times `R^(2(l+L+1))` is minus
`(2l+2L)! / ((2l)! (2L)!)` times a sum over pairs of excitations that is free of `m` and `R`. -/
theorem dispersionEnergy_mul_pow {ι κ : Type*} [Fintype ι] [Fintype κ] (l L : ℕ) {R : ℝ}
    (hR : R ≠ 0) (q ω : ι → ℝ) (Q Ω : κ → ℝ) :
    dispersionEnergy l L R q ω Q Ω * R ^ (2 * (l + L + 1)) =
      -(((2 * l + 2 * L).factorial : ℝ) /
          (((2 * l).factorial : ℝ) * ((2 * L).factorial : ℝ)) *
        ∑ a, ∑ b, (q a * Q b) ^ 2 / (ω a + Ω b)) := by
  have hr : R ^ (l + L + 1) ≠ 0 := pow_ne_zero _ hR
  rw [dispersionEnergy, pow_mul']
  generalize R ^ (l + L + 1) = r at hr ⊢
  -- the sum over `m` is the same for every pair of excitations
  have key : ∀ a b, (∑ m ∈ axialRange l L,
      (coupling l L m * q a * Q b / r) ^ 2 / (ω a + Ω b)) * r ^ 2 =
      ((2 * l + 2 * L).factorial : ℝ) /
          (((2 * l).factorial : ℝ) * ((2 * L).factorial : ℝ)) *
        ((q a * Q b) ^ 2 / (ω a + Ω b)) := by
    intro a b
    rw [← sum_coupling_sq, Finset.sum_mul, Finset.sum_mul]
    refine Finset.sum_congr rfl fun m _ => ?_
    rw [div_mul_eq_mul_div, ← mul_pow, div_mul_cancel₀ _ hr]
    ring
  rw [neg_mul, Finset.sum_mul, Finset.mul_sum]
  congr 1
  refine Finset.sum_congr rfl fun a _ => ?_
  rw [Finset.sum_mul, Finset.mul_sum]
  exact Finset.sum_congr rfl fun b _ => key a b

end

end AxialMultipoleDispersion
```

For $R\neq0$, the theorem states

$$E\,R^{2(l+L+1)}=-\frac{(2l+2L)!}{(2l)!\,(2L)!}\sum_a\sum_b\frac{(q_aQ_b)^2}{\omega_a+\Omega_b}.$$

To derive it, fix a pair $(a,b)$. In each term of the sum over $m$, the square contains $1/R^{2(l+L+1)}$, which the prefactor cancels. What remains is

$$\sum_m\frac{c_m^2\,(q_aQ_b)^2}{\omega_a+\Omega_b}=\left(\sum_m c_m^2\right)\frac{(q_aQ_b)^2}{\omega_a+\Omega_b},$$

because neither the moments nor the energies depend on $m$. The sum rule supplies the bracket, and summing over $a$ and $b$ with the overall minus sign gives the result. In Lean, `generalize` abbreviates $R^{l+L+1}$ to `r`, `key` is the statement for one pair, and the closing lines sum it over all pairs.

The right-hand side contains no $R$, so this contribution falls off as $R^{-6}$ for two dipoles, $R^{-8}$ for a dipole and a quadrupole, and $R^{-10}$ for both $(1,3)$ and $(2,2)$. For spherical atoms described by finitely many excitations, this separates the geometric part of a long-range dispersion coefficient from the part that depends on the atoms' excitation energies and transition moments, which an electronic-structure calculation can supply.

The energy covers one ordered pair $(l,L)$. A full $R^{-8}$ coefficient adds the contributions of $(1,2)$ and $(2,1)$, each with its own excitations. Overlap of the charge clouds, retardation and atoms with non-spherical ground states are not part of the model.

```lean
#print axioms AxialMultipoleDispersion.sum_coupling_sq
#print axioms AxialMultipoleDispersion.dipole_couplings
#print axioms AxialMultipoleDispersion.casimirPolderFactor_values
#print axioms AxialMultipoleDispersion.dispersionEnergy_mul_pow
```

```
'AxialMultipoleDispersion.sum_coupling_sq' depends on axioms: [propext, Classical.choice, Quot.sound]
'AxialMultipoleDispersion.dipole_couplings' depends on axioms: [propext, Classical.choice, Quot.sound]
'AxialMultipoleDispersion.casimirPolderFactor_values' depends on axioms: [propext, Classical.choice, Quot.sound]
'AxialMultipoleDispersion.dispersionEnergy_mul_pow' depends on axioms: [propext, Classical.choice, Quot.sound]
```
